# No finite mixture of Langmuir sites follows a rising Freundlich power law over an open range of positive pressures

In a Langmuir mixture, each of finitely many site types contributes an uptake `w i * (K i * p / (1 + K i * p))` at pressure `p`, with capacity `w i` and affinity `K i` both non-negative. The theorem `not_freundlich_on_window` says that this total uptake cannot equal the Freundlich form `C * p ^ a`, with `C` and `a` positive, at every pressure in an open interval `(b, c)` with `0 ≤ b < c`. The attempt supposes that the two agree there and uses their analyticity to extend the agreement to all positive pressures. It then picks a pressure at which the Freundlich uptake is the total capacity plus one, which contradicts the earlier bound `mixture_le_capacity`.

Lean 4 with Mathlib refuses this proof:

```lean
import Mathlib

open Topology

namespace FiniteLangmuirMixture

noncomputable section

variable {ι : Type*} [Fintype ι]

/-- Langmuir coverage at pressure `p` of one site type with affinity `K`. -/
def langmuir (K p : ℝ) : ℝ := K * p / (1 + K * p)

/-- Total uptake of finitely many site types with capacities `w i` and affinities `K i`. -/
def mixture (w K : ι → ℝ) (p : ℝ) : ℝ := ∑ i, w i * langmuir (K i) p

/-- The Freundlich isotherm with prefactor `C` and exponent `a`. -/
def freundlich (C a p : ℝ) : ℝ := C * p ^ a

/-- The uptake of the mixture never exceeds the total capacity of its sites. -/
theorem mixture_le_capacity {w K : ι → ℝ} (hw : ∀ i, 0 ≤ w i) (hK : ∀ i, 0 ≤ K i)
    {p : ℝ} (hp : 0 ≤ p) : mixture w K p ≤ ∑ i, w i := by
  unfold mixture langmuir
  refine Finset.sum_le_sum fun i _ => ?_
  have h : 0 ≤ K i * p := mul_nonneg (hK i) hp
  have h1 : K i * p / (1 + K i * p) ≤ 1 := by
    rw [div_le_one (by linarith)]
    linarith
  exact mul_le_of_le_one_right (hw i) h1

/-- A finite Langmuir mixture cannot equal a Freundlich isotherm with `C > 0` and `a > 0`
throughout any open window `(b, c)` of positive pressures. -/
theorem not_freundlich_on_window {w K : ι → ℝ} (hw : ∀ i, 0 ≤ w i) (hK : ∀ i, 0 ≤ K i)
    {C a b c : ℝ} (hC : 0 < C) (ha : 0 < a) (hb : 0 ≤ b) (hbc : b < c) :
    ¬ ∀ p ∈ Set.Ioo b c, mixture w K p = freundlich C a p := by
  intro h
  -- both isotherms are analytic at positive pressure
  have hf : AnalyticOnNhd ℝ (mixture w K) (Set.Ioi 0) := by
    intro p hp
    have hp' : 0 < p := hp
    unfold mixture langmuir
    refine Finset.analyticAt_fun_sum _ fun i _ => ?_
    have hne : 1 + K i * p ≠ 0 := by
      have := mul_nonneg (hK i) hp'.le
      linarith
    have hlin : AnalyticAt ℝ (fun q : ℝ => K i * q) p := analyticAt_const.mul analyticAt_id
    exact analyticAt_const.mul (hlin.div (analyticAt_const.add hlin) hne)
  have hg : AnalyticOnNhd ℝ (freundlich C a) (Set.Ioi 0) := by
    intro p hp
    have hpow : AnalyticAt ℝ (fun q : ℝ => q ^ a) p :=
      AnalyticAt.rpow analyticAt_id analyticAt_const hp
    exact analyticAt_const.mul hpow
  -- so agreement on the window spreads to all positive pressures
  obtain ⟨q, hbq, hqc⟩ := exists_between hbc
  have hev : mixture w K =ᶠ[𝓝 q] freundlich C a := by
    filter_upwards [Ioo_mem_nhds hbq hqc] with p hp using h p hp
  have hall : Set.EqOn (mixture w K) (freundlich C a) (Set.Ioi 0) :=
    hf.eqOn_of_preconnected_of_eventuallyEq hg isPreconnected_Ioi
      (Set.mem_Ioi.2 (hb.trans_lt hbq)) hev
  -- at this pressure the Freundlich uptake is the total capacity plus one
  have hM : 0 ≤ ∑ i, w i := Finset.sum_nonneg fun i _ => hw i
  have hx : 0 < (∑ i, w i + 1) / C := div_pos (by linarith) hC
  have hP : 0 < ((∑ i, w i + 1) / C) ^ (1 / a) := Real.rpow_pos_of_pos hx _
  have hval : freundlich C a (((∑ i, w i + 1) / C) ^ (1 / a)) = ∑ i, w i + 1 := by
    unfold freundlich
    rw [← Real.rpow_mul hx.le, one_div_mul_cancel ha.ne', Real.rpow_one,
      mul_div_cancel₀ _ hC.ne']
  have hle := mixture_le_capacity hw hK hP.le
  rw [hall (Set.mem_Ioi.2 hP), hval] at hle
  linarith

end

end FiniteLangmuirMixture
```

Lean reports:

```
Main.lean:51:6: error(lean.unknownIdentifier): Unknown constant `AnalyticAt.rpow`
```

Diagnosis. The message means that Lean found no constant called `AnalyticAt.rpow` in the imported library. The proof had called on it for `hpow`, the claim that the real power `q ^ a` is analytic at a positive pressure `p`, so that claim was left without a proof.

The repair keeps the claim and proves it through the complex numbers. `AnalyticAt.cpow` shows that `z ^ (a : ℂ)` is complex-analytic at `p`, since a positive real lies in the slit plane, and `restrictScalars` turns this into analyticity over the reals. `Real.rpow_def` rewrites the real power as the real part of the complex one. The function is then a composition of the embedding of the reals, the complex power and the real part, each of them analytic over the reals where it is needed, and `comp` joins them. The new `hp'` only restates `hp` as `0 < p`, and the added comment is mere explanation.

As a diff, the version that Lean accepts:

```diff
@@ -48,6 +48,12 @@
   have hg : AnalyticOnNhd ℝ (freundlich C a) (Set.Ioi 0) := by
     intro p hp
-    have hpow : AnalyticAt ℝ (fun q : ℝ => q ^ a) p :=
-      AnalyticAt.rpow analyticAt_id analyticAt_const hp
+    have hp' : 0 < p := hp
+    -- the real power is the real part of the complex power
+    have hcpow : AnalyticAt ℂ (fun z : ℂ => z ^ (a : ℂ)) (p : ℂ) :=
+      AnalyticAt.cpow analyticAt_id analyticAt_const (Complex.ofReal_mem_slitPlane.2 hp')
+    have hreal : AnalyticAt ℝ (fun z : ℂ => z ^ (a : ℂ)) (p : ℂ) := hcpow.restrictScalars
+    have hpow : AnalyticAt ℝ (fun q : ℝ => q ^ a) p := by
+      simp only [Real.rpow_def]
+      exact (Complex.reCLM.analyticAt _).comp (hreal.comp (Complex.ofRealCLM.analyticAt p))
     exact analyticAt_const.mul hpow
   -- so agreement on the window spreads to all positive pressures
```
